# With dipole and quadrupole terms only, hyperfine intervals for \(I,J\ge 1\) obey Landé's rule exactly when \(B=0\)

The levels of a hyperfine multiplet are labelled by the total angular momentum \(F\). To find the quadrupole constant \(B\), take the energy at \(F\) minus the energy at \(F-1\) for each pair of neighbouring levels, keep the sign, divide by \(F\) and compare the quotients. If only the magnetic dipole interaction acts, and mixing with other electronic levels is neglected, they are all equal. If a quadrupole term is present as well, the difference between two quotients gives \(B\), and the dipole constant \(A\) cancels.

## Two constants for one multiplet

A nucleus of spin \(I\) is coupled to an electronic state of angular momentum \(J\), and \(F\) is the quantum number of the total. Write \(S_i\) and \(L_i\) for the Cartesian components of the nuclear and the electronic angular momentum, in units of \(\hbar\); here \(L\) is the full electronic angular momentum, not its orbital part. With \(T=\sum_i S_iL_i\) and

\[
D=2I(2I-1)J(2J-1),
\]

the Hamiltonian for \(I,J\ge1\) is

\[
H=A\,T+\frac{B}{D}\left[3T^2+\tfrac32T-I(I+1)J(J+1)\right].
\]

The constant \(A\) stands for the nuclear magnetic moment in the magnetic field of the electrons. The constant \(B\) stands for the nuclear electric quadrupole moment in the electric field gradient of the electrons. Both are parameters here, with the dimension of energy.

## Casimir's energy from the square of the total spin

The components \(S_i\) and \(L_i\) act on different degrees of freedom and commute, so

\[
(S+L)^2=S^2+L^2+2T.
\]

On a state with definite \(I\), \(J\) and \(F\), the three squares have the values \(F(F+1)\), \(I(I+1)\) and \(J(J+1)\). Hence \(T\) has the value \(K/2\), where

\[
K=F(F+1)-I(I+1)-J(J+1).
\]

Substitution gives \(3T^2+\tfrac32T=\tfrac34K^2+\tfrac34K\), and the energy is

\[
E_F=\frac{AK}{2}+\frac{B}{D}\left[\tfrac34K(K+1)-I(I+1)J(J+1)\right].
\]

## The quadrupole term in the intervals

Let \(K'\) be the value of \(K\) at \(F-1\), and let \(s=I(I+1)+J(J+1)\). Then

\[
K-K'=2F,\qquad K+K'=2F^2-2s.
\]

The dipole part of the interval is therefore \(AF\). For the quadrupole part,

\[
\tfrac34\left[K(K+1)-K'(K'+1)\right]=\tfrac34(K-K')(K+K'+1)
=3F\left(F^2-s+\tfrac12\right).
\]

Dividing the whole interval by \(F>0\) gives

\[
R_F=\frac{E_F-E_{F-1}}{F}=A+\frac{3B}{D}\left(F^2-I(I+1)-J(J+1)+\tfrac12\right).
\]

For two distinct positive values \(F\) and \(F'\), everything except the squares cancels in the difference:

\[
R_F-R_{F'}=\frac{3B}{D}(F^2-F'^2),
\qquad
B=\frac{D\,(R_F-R_{F'})}{3(F^2-F'^2)}.
\]

Since \(D\neq0\) and \(F^2\ne F'^2\), the two ratios agree if and only if \(B=0\).

## How many intervals there are to compare

The allowed levels run from \(|I-J|\) to \(I+J\) in unit steps. The lowest level has no allowed neighbour below it, so it is not the upper end of an interval.

For \(I,J\ge1\) we have \(|I-J|+2\le I+J\). The levels \(|I-J|\), \(|I-J|+1\) and \(|I-J|+2\) are then all allowed, and they form two intervals. If every interval equals \(aF\) with one constant \(a\), these two have equal ratios, and \(B=0\). Conversely, \(B=0\) makes every interval equal to \(AF\).

For \(I<1\) there is nothing to compare. If \(F\) is the upper level of an interval, then \(F-1=|I-J|+m\) with a natural number \(m\), and

\[
m+1\le I+J-|I-J|\le 2I<2.
\]

So \(m=0\), and the only possible upper level is \(|I-J|+1\). The allowed levels do not change when \(I\) and \(J\) are exchanged, so the same holds for \(J<1\), for example in an alkali ground state with \(J=\tfrac12\).

## Spins, levels and intervals in Lean

The operators are linear maps on a complex vector space `V`, and a vector operator is a function from `Fin 3` to such maps. `spinDot S L` is \(T\), `casimirK` is \(K\), `quadDenom` is \(D\), and `landeRatio` is \(R_F\). The quantum numbers `I`, `J` and `F` are real numbers, so the integer and half-integer values are covered as special cases.

`hyperfineH_apply` says that a vector with the stated values of \(S^2\), \(L^2\) and \((S+L)^2\) satisfies \(H\psi=E_F\psi\). It assumes that equal components of the two spins commute; the commutation relations within each spin are not needed. `hyperfineH_apply_witness` supplies a nonzero example with \(I=J=1\) and \(F=2\), in which the two spins act on \(3\times3\) matrices from the left and from the right. The state in the code is \(\mathrm{diag}(1,-1,0)\), which becomes \(\mathrm{diag}(1,-1,0)/\sqrt2\) when normalised.

`IsLevel` encodes the range of allowed \(F\) as a definition; the coupling rule behind it is not derived from the operators. `IsInterval I J F` requires both \(F-1\) and \(F\) to be allowed. The main statements are these:

- `casimir_interval` is the interval formula. Where \(D=0\), Lean's division sets the quadrupole term to zero.
- `quadrupole_from_intervals` is the formula for \(B\), for \(I,J>\tfrac12\) and distinct positive \(F,F'\).
- `landeRatio_eq_iff` is the pairwise criterion under the same hypotheses. It does not require \(F\) and \(F'\) to be allowed, so it includes all physical intervals.
- `lande_interval_rule_iff` says, for \(I,J\ge1\), that one constant `a` serves all intervals if and only if \(B=0\).
- `interval_unique_of_lt_one` says that for \(I<1\) any two intervals coincide.

The model describes a single \(J\) without external fields, and it leaves out mixing with other electronic states and higher nuclear multipoles. Within these limits, the formula turns observed intervals, taken with their signs, into a value of \(B\). An electronic-structure calculation gives the electric field gradient, and together with the nuclear quadrupole moment this yields a \(B\) for comparison. In a real atom the neglected effects can also make the ratios unequal, and a \(B\) taken from two intervals would absorb them.

## Casimir's energy and Landé's rule as Lean code

```lean
import Mathlib

open Matrix

namespace HyperfineLandeRule

noncomputable section

variable {V : Type*} [AddCommGroup V] [Module ℂ V]

/-- The scalar product `S · L` of two vector operators with three Cartesian components. -/
def spinDot (S L : Fin 3 → Module.End ℂ V) : Module.End ℂ V := ∑ i, S i * L i

/-- Casimir's number `K = F(F+1) - I(I+1) - J(J+1)`. -/
def casimirK (I J F : ℝ) : ℝ := F * (F + 1) - I * (I + 1) - J * (J + 1)

/-- The quadrupole denominator `2I(2I-1)J(2J-1)`. -/
def quadDenom (I J : ℝ) : ℝ := 2 * I * (2 * I - 1) * J * (2 * J - 1)

/-- Casimir's dipole-plus-quadrupole energy of the level `F`, for spins `I, J > 1/2`. -/
def casimirEnergy (A B I J F : ℝ) : ℝ :=
  A * casimirK I J F / 2 +
    B * (3 / 4 * casimirK I J F * (casimirK I J F + 1) - I * (I + 1) * J * (J + 1)) /
      quadDenom I J

/-- The hyperfine Hamiltonian with dipole constant `A` and quadrupole constant `B`, as a polynomial
in an operator `T` that stands for the scalar product of the two angular momentum operators, for
spins `I, J > 1/2`. -/
def hyperfineH (A B I J : ℝ) (T : Module.End ℂ V) : Module.End ℂ V :=
  (A : ℂ) • T + ((B : ℂ) / (quadDenom I J : ℂ)) •
    ((3 : ℂ) • (T * T) + (3 / 2 : ℂ) • T - ((I : ℂ) * (I + 1) * J * (J + 1)) • 1)

/-- The interval `E_F - E_(F-1)` divided by `F`, for `F ≠ 0` and spins `I, J > 1/2`. -/
def landeRatio (A B I J F : ℝ) : ℝ :=
  (casimirEnergy A B I J F - casimirEnergy A B I J (F - 1)) / F

/-- `F` is an allowed total angular momentum: it is reached from `|I - J|` in unit steps
and does not exceed `I + J`. -/
def IsLevel (I J F : ℝ) : Prop := F ≤ I + J ∧ ∃ k : ℕ, F = |I - J| + k

/-- `F` is the upper level of a hyperfine interval: both `F - 1` and `F` are allowed. -/
def IsInterval (I J F : ℝ) : Prop := IsLevel I J (F - 1) ∧ IsLevel I J F

/-- If equal components of two vector operators commute, the square of their sum is
`S² + L² + 2 S · L`. -/
theorem spinDot_add_self (S L : Fin 3 → Module.End ℂ V) (h : ∀ i, Commute (S i) (L i)) :
    spinDot (S + L) (S + L) = spinDot S S + spinDot L L + (2 : ℂ) • spinDot S L := by
  have hc : ∀ i, L i * S i = S i * L i := fun i => (h i).symm.eq
  simp only [spinDot, Fin.sum_univ_three, Pi.add_apply, add_mul, mul_add, hc, two_smul]
  abel

/-- Let equal components of `S` and `L` commute. A common eigenvector of `S²`, `L²` and
`(S + L)²` with eigenvalues `I(I+1)`, `J(J+1)` and `F(F+1)` satisfies `H ψ = E_F ψ` with
Casimir's energy, for spins `I, J > 1/2`. -/
theorem hyperfineH_apply (A B I J F : ℝ) (S L : Fin 3 → Module.End ℂ V) (ψ : V)
    (h : ∀ i, Commute (S i) (L i))
    (hS : spinDot S S ψ = ((I : ℂ) * (I + 1)) • ψ)
    (hL : spinDot L L ψ = ((J : ℂ) * (J + 1)) • ψ)
    (hF : spinDot (S + L) (S + L) ψ = ((F : ℂ) * (F + 1)) • ψ) :
    hyperfineH A B I J (spinDot S L) ψ = (casimirEnergy A B I J F : ℂ) • ψ := by
  -- the eigenvalue of `S · L` is `K / 2`
  have hT : spinDot S L ψ = ((casimirK I J F : ℂ) / 2) • ψ := by
    rw [spinDot_add_self S L h, LinearMap.add_apply, LinearMap.add_apply,
      LinearMap.smul_apply, hS, hL] at hF
    unfold casimirK
    push_cast
    linear_combination (norm := module) (1 / 2 : ℂ) • hF
  simp only [hyperfineH, LinearMap.add_apply, LinearMap.sub_apply, LinearMap.smul_apply,
    Module.End.mul_apply, Module.End.one_apply, hT, map_smul]
  unfold casimirEnergy
  push_cast
  module

/-- The Cartesian spin-1 matrices. -/
def spinOne : Fin 3 → Matrix (Fin 3) (Fin 3) ℂ :=
  ![!![0, 0, 0; 0, 0, -Complex.I; 0, Complex.I, 0],
    !![0, 0, Complex.I; 0, 0, 0; -Complex.I, 0, 0],
    !![0, -Complex.I, 0; Complex.I, 0, 0; 0, 0, 0]]

/-- The first spin 1, acting on 3 × 3 matrices by multiplication from the left. -/
def leftSpin (i : Fin 3) : Module.End ℂ (Matrix (Fin 3) (Fin 3) ℂ) :=
  LinearMap.mulLeft ℂ (spinOne i)

/-- The second spin 1, acting on 3 × 3 matrices by multiplication from the right with the
negative spin matrix. -/
def rightSpin (i : Fin 3) : Module.End ℂ (Matrix (Fin 3) (Fin 3) ℂ) :=
  LinearMap.mulRight ℂ (-spinOne i)

/-- The matrix `diag(1, -1, 0)`, as a state of two spins 1. -/
def quintetState : Matrix (Fin 3) (Fin 3) ℂ := !![1, 0, 0; 0, -1, 0; 0, 0, 0]

/-- Two spins 1 in the nonzero state `diag(1, -1, 0)` meet the hypotheses of
`hyperfineH_apply` with `I = J = 1` and `F = 2`. -/
theorem hyperfineH_apply_witness :
    quintetState ≠ 0 ∧ (∀ i, Commute (leftSpin i) (rightSpin i)) ∧
    spinDot leftSpin leftSpin quintetState
      = (((1 : ℝ) : ℂ) * (((1 : ℝ) : ℂ) + 1)) • quintetState ∧
    spinDot rightSpin rightSpin quintetState
      = (((1 : ℝ) : ℂ) * (((1 : ℝ) : ℂ) + 1)) • quintetState ∧
    spinDot (leftSpin + rightSpin) (leftSpin + rightSpin) quintetState
      = (((2 : ℝ) : ℂ) * (((2 : ℝ) : ℂ) + 1)) • quintetState := by
  have hc : ∀ i, Commute (leftSpin i) (rightSpin i) := fun i =>
    LinearMap.ext fun M => by
      simp [leftSpin, rightSpin, Module.End.mul_apply, Matrix.mul_assoc]
  refine ⟨fun h => ?_, hc, ?_, ?_, ?_⟩
  · have h0 := congrFun (congrFun h 0) 0
    simp [quintetState] at h0
  all_goals
    ext i j
    fin_cases i <;> fin_cases j <;>
      simp [spinDot, leftSpin, rightSpin, spinOne, quintetState, Fin.sum_univ_three] <;>
      norm_num
  -- two diagonal entries of the total spin squared remain
  · linear_combination (-4 : ℂ) * Complex.I_sq
  · linear_combination (4 : ℂ) * Complex.I_sq

/-- The interval between the energies at `F` and `F - 1`, for spins `I, J > 1/2`: the dipole
part is `A F`, and the quadrupole part adds a term with a different dependence on `F`. -/
theorem casimir_interval (A B I J F : ℝ) :
    casimirEnergy A B I J F - casimirEnergy A B I J (F - 1) =
      F * (A + 3 * B * (F ^ 2 - I * (I + 1) - J * (J + 1) + 1 / 2) / quadDenom I J) := by
  unfold casimirEnergy casimirK
  ring

/-- For spins above 1/2, the quadrupole constant follows from the interval ratios at two
distinct positive values of `F`. -/
theorem quadrupole_from_intervals (A B : ℝ) {I J F F' : ℝ} (hI : 1 / 2 < I) (hJ : 1 / 2 < J)
    (hF : 0 < F) (hF' : 0 < F') (hne : F ≠ F') :
    B = quadDenom I J * (landeRatio A B I J F - landeRatio A B I J F') /
      (3 * (F ^ 2 - F' ^ 2)) := by
  have hD : quadDenom I J ≠ 0 := by
    have h1 : 0 < 2 * I - 1 := by linarith
    have h2 : 0 < 2 * J - 1 := by linarith
    have h3 : 0 < I := by linarith
    have h4 : 0 < J := by linarith
    unfold quadDenom
    positivity
  have hs : F ^ 2 - F' ^ 2 ≠ 0 := by
    have h : F ^ 2 - F' ^ 2 = (F - F') * (F + F') := by ring
    rw [h]
    exact mul_ne_zero (sub_ne_zero.mpr hne) (by linarith)
  have hB : quadDenom I J * (B / quadDenom I J) = B := by field_simp
  -- the dipole constant and the spin terms cancel in the difference
  rw [eq_div_iff (mul_ne_zero three_ne_zero hs)]
  unfold landeRatio
  rw [casimir_interval, casimir_interval, mul_div_cancel_left₀ _ hF.ne',
    mul_div_cancel_left₀ _ hF'.ne']
  linear_combination (-(3 * (F ^ 2 - F' ^ 2))) * hB

/-- For spins above 1/2, the interval ratios at two distinct positive values of `F` agree
if and only if the quadrupole constant vanishes. -/
theorem landeRatio_eq_iff (A B : ℝ) {I J F F' : ℝ} (hI : 1 / 2 < I) (hJ : 1 / 2 < J)
    (hF : 0 < F) (hF' : 0 < F') (hne : F ≠ F') :
    landeRatio A B I J F = landeRatio A B I J F' ↔ B = 0 := by
  constructor
  · intro h
    have hB := quadrupole_from_intervals A B hI hJ hF hF' hne
    rw [h, sub_self, mul_zero, zero_div] at hB
    exact hB
  · rintro rfl
    unfold landeRatio
    rw [casimir_interval, casimir_interval, mul_div_cancel_left₀ _ hF.ne',
      mul_div_cancel_left₀ _ hF'.ne']
    ring

/-- Landé's interval rule: for `I, J ≥ 1`, all hyperfine intervals are proportional to
their upper `F` with one common constant if and only if `B = 0`. -/
theorem lande_interval_rule_iff (A B : ℝ) {I J : ℝ} (hI : 1 ≤ I) (hJ : 1 ≤ J) :
    (∃ a : ℝ, ∀ F, IsInterval I J F →
      casimirEnergy A B I J F - casimirEnergy A B I J (F - 1) = a * F) ↔ B = 0 := by
  constructor
  · rintro ⟨a, ha⟩
    -- the two lowest intervals exist and already decide the matter
    have hle : |I - J| ≤ I + J - 2 := abs_le.mpr ⟨by linarith, by linarith⟩
    have h0 : 0 ≤ |I - J| := abs_nonneg _
    have h1 := ha (|I - J| + 1)
      ⟨⟨by linarith, 0, by norm_num⟩, ⟨by linarith, 1, by norm_num⟩⟩
    have h2 := ha (|I - J| + 2)
      ⟨⟨by linarith, 1, by push_cast; ring⟩, ⟨by linarith, 2, by norm_num⟩⟩
    have p1 : 0 < |I - J| + 1 := by linarith
    have p2 : 0 < |I - J| + 2 := by linarith
    refine (landeRatio_eq_iff A B (I := I) (J := J) (by linarith) (by linarith) p1 p2
      (fun h => by linarith)).1 ?_
    unfold landeRatio
    rw [h1, h2, mul_div_cancel_right₀ _ p1.ne', mul_div_cancel_right₀ _ p2.ne']
  · rintro rfl
    exact ⟨A, fun F _ => by rw [casimir_interval]; ring⟩

/-- If `I < 1`, there is at most one hyperfine interval. -/
theorem interval_unique_of_lt_one {I J F F' : ℝ} (hI : I < 1)
    (hF : IsInterval I J F) (hF' : IsInterval I J F') : F = F' := by
  have habs : J - I ≤ |I - J| := by
    rw [abs_sub_comm]
    exact le_abs_self _
  -- the upper level of any interval lies one step above the lowest level
  have key : ∀ G, IsInterval I J G → G = |I - J| + 1 := by
    rintro G ⟨⟨_, m, hm⟩, ⟨hG, _⟩⟩
    have hlt : (m : ℝ) < 1 := by linarith
    have hm0 : m = 0 := by
      have : m < 1 := by exact_mod_cast hlt
      omega
    rw [hm0, Nat.cast_zero] at hm
    linarith
  rw [key F hF, key F' hF']

end

end HyperfineLandeRule
```

```lean
#print axioms HyperfineLandeRule.hyperfineH_apply
#print axioms HyperfineLandeRule.lande_interval_rule_iff
#print axioms HyperfineLandeRule.interval_unique_of_lt_one
```

```
'HyperfineLandeRule.hyperfineH_apply' depends on axioms: [propext, Classical.choice, Quot.sound]
'HyperfineLandeRule.lande_interval_rule_iff' depends on axioms: [propext, Classical.choice, Quot.sound]
'HyperfineLandeRule.interval_unique_of_lt_one' depends on axioms: [propext, Classical.choice, Quot.sound]
```

## From commuting components to the eigenvalue

`spinDot_add_self` expands the square of the sum. The local statement `hc` turns each \(L_iS_i\) into \(S_iL_i\), and `abel` collects the terms.

In `hyperfineH_apply`, the step `hT` is the eigenvalue \(K/2\). It inserts the expansion into the hypothesis on the total spin and takes half of the resulting equation. The `simp only` call then lets \(H\) act on \(\psi\), using `hT` twice for \(T^2\), and `module` checks that the scalar in front of \(\psi\) is Casimir's energy.

The witness is a computation with explicit matrices. Left and right multiplication commute because matrix multiplication is associative. The eigenvalue equations are checked entry by entry. Simplification settles all but two entries, and for these \(\mathrm{i}^2=-1\) is supplied explicitly.

## From the interval formula to Landé's rule

`casimir_interval` is a polynomial identity in \(F\) once \(1/D\) is treated as a fixed factor, and `ring` proves it in one step. This replaces the factorisation through \(K-K'\) and \(K+K'\).

`quadrupole_from_intervals` first secures the two divisions. `hD` shows \(D\ne0\) from the positivity of its factors, and `hs` shows \(F^2-F'^2\neq0\) from the factorisation \((F-F')(F+F')\). The proof then multiplies through by \(3(F^2-F'^2)\), inserts the interval formula for both ratios and cancels \(F\) and \(F'\). The final `linear_combination` uses `hB`, which says that \(D\cdot(B/D)=B\).

In `landeRatio_eq_iff`, equal ratios make the numerator of that formula zero, which gives \(B=0\). In the other direction, both ratios reduce to \(A\).

The forward half of `lande_interval_rule_iff` applies the assumed proportionality to \(|I-J|+1\) and \(|I-J|+2\). The bound `hle` shows that the levels involved are allowed, with step counts 0, 1 and 2. Both ratios then equal `a`, and the pairwise criterion finishes the argument. The reverse half takes `A` as the common constant.

`interval_unique_of_lt_one` rests on `key`, which carries out the estimate for \(m\): a natural number below 1 is 0. Both upper levels therefore equal \(|I-J|+1\).
